# McWeeny purification with a uniform downward shift keeps a full level at or above 1/2 exactly up to \(\sqrt3/18\)

## Errors during purification

Some linear-scaling calculations discard matrix elements below a chosen tolerance while they purify the density matrix. A loose tolerance keeps the matrices sparse, but each truncation disturbs the occupations that purification is driving towards 0 or 1. If an occupied level drops to a value between 0 and 1/2, McWeeny purification by itself then drives it towards 0, and the electron is lost unless a later error lifts the level back.

How large may the disturbance per step be? For an idealised error that lowers every occupation by the same amount \(t\ge 0\) at each step, the limit for a fully occupied level is \(\sqrt3/18\approx 0.0962\).

## From the density matrix to one number

Let \(P\) be the density matrix in a finite orthonormal basis, with occupations per spin orbital, so that full means 1. One step is

\[
P\mapsto 3P^2-2P^3-t\,\mathbf 1 .
\]

If \(Pv=xv\), then \(P^2v=x^2v\) and \(P^3v=x^3v\). Hence \(v\) is also an eigenvector of the new matrix, with eigenvalue

\[
f(x)-t,\qquad f(x)=3x^2-2x^3 .
\]

Repeating the argument, the occupation of \(v\) follows \(x_{n+1}=f(x_n)-t\).

The model replaces the actual truncation error by \(-t\,\mathbf 1\). A real error generally changes from step to step and mixes eigenvectors. If only off-diagonal elements are dropped, the trace is unchanged, so the occupations cannot all fall at once. Also, \(t\) is a shift of eigenvalues, whereas a drop tolerance bounds single matrix elements, so the limit on \(t\) is not a value for the drop tolerance.

## What is stated

In Lean, `mcWeeny` is \(f\), `step t x` is \(f(x)-t\), and `matrixStep t P` is the matrix step. The notation `(step t)^[n] x` means \(x_n\) with \(x_0=x\), and `*ᵥ` applies a matrix to a vector. The matrix is complex and need not be Hermitian; only the eigenvalue in question is assumed real. For an orbital, \(v\) is taken nonzero.

Write \(c=1/2+\sqrt3/6\approx0.789\), which the file spells out in full. The theorems say:

- `matrixStep_iterate_mulVec`: an eigenvector of \(P\) remains one after \(n\) steps, with eigenvalue \(x_n\).
- `safe_window`: if \(0\le t\le\sqrt3/18\), a start in \([c,1]\) stays there.
- `escape_time`: if \(x_0-1/2<N(t-\sqrt3/18)\), some \(x_n\) with \(n\le N\) is below 1/2.
- `escape`: if \(t>\sqrt3/18\), every real start falls below 1/2 at some step.
- `critical_truncation`: for \(t\ge0\), the sequence from \(x_0=1\) stays at or above 1/2 if and only if \(t\le\sqrt3/18\).
- `lost_forever`: if \(\sqrt3/18<t<1/2\), a start in \([-t,1]\) is in \([-t,1/2)\) from some step on.

For \(t\le\sqrt3/18\), nothing is claimed about starts between 1/2 and \(c\).

## The largest gain in one step

Put \(u=x-1/2\). Purification changes the occupation by

\[
f(x)-x=\tfrac12u-2u^3 .
\]

For \(u\ge0\) this is largest where \(\tfrac12-6u^2=0\), that is, at \(u=\sqrt3/6\), or \(x=c\). The gain there is \(\sqrt3/12-\sqrt3/36=\sqrt3/18\). The shortfall from this maximum has a double root at \(c\):

\[
\tfrac{\sqrt3}{18}-\bigl(f(x)-x\bigr)=2\Bigl(u-\tfrac{\sqrt3}{6}\Bigr)^2\Bigl(u+\tfrac{\sqrt3}{3}\Bigr).
\]

**Small shifts.** Since \(f'(x)=6x(1-x)\ge0\) on \([0,1]\), every \(y\in[c,1]\) satisfies \(f(y)\ge f(c)=c+\sqrt3/18\). Therefore \(f(y)-t\ge c\) when \(t\le\sqrt3/18\). Also \(1-f(y)=(1-y)^2(1+2y)\ge0\), so \(f(y)-t\le1\). Induction keeps the sequence in \([c,1]\).

**Large shifts.** Let \(\delta=t-\sqrt3/18>0\). While \(x_n\ge1/2\), the shortfall is nonnegative, so \(x_{n+1}\le x_n-\delta\). If \(x_0,\dots,x_N\) were all at least 1/2, then \(x_N\le x_0-N\delta\), which is below 1/2 once \(N\delta>x_0-1/2\). This is a contradiction.

Taking \(x_0=1\) in both cases gives the threshold.

## Why the lost level does not return

Let \(0\le t<1/2\) and \(-t\le x<1/2\). Since \(f(x)=x^2(3-2x)\ge0\), the next value is at least \(-t\). For \(x\ge0\),

\[
\tfrac12-f(x)=\bigl(\tfrac12-x\bigr)\bigl(1+2x(1-x)\bigr)>0 ,
\]

so the next value is below 1/2. For \(x<0\),

\[
-2x-f(x)=(-x)(1+2x)(2-x)>0 ,
\]

so \(f(x)-t<-2x-t\le t<1/2\). The window \([-t,1/2)\) is therefore a trap. A start in \([-t,1]\) stays in that interval by the same bounds \(f\ge0\) and \(f\le1\), and for \(t>\sqrt3/18\) it eventually enters the trap.

## A shift of 0.2

Start from \(x_0=1\) with \(t=0.2\). Then

\[
x_1=0.8,\quad x_2=0.696,\quad x_3\approx0.579,\quad x_4\approx0.417 .
\]

The level is lost at step 4. The bound uses \(\delta\approx0.1038\) and \(0.5/\delta\approx4.82\), so it guarantees the loss by step 5.

## The Lean file

```lean
import Mathlib

open Matrix Set

namespace CriticalTruncation

noncomputable section

/-- The McWeeny purification polynomial for a single occupation number. -/
def mcWeeny (x : ℝ) : ℝ := 3 * x ^ 2 - 2 * x ^ 3

/-- One purification step followed by a truncation error that lowers the occupation by `t`. -/
def step (t x : ℝ) : ℝ := mcWeeny x - t

/-- One McWeeny step for a density matrix, followed by a uniform downward shift `t` of all
its levels. -/
def matrixStep {ι : Type*} [Fintype ι] [DecidableEq ι] (t : ℝ) (P : Matrix ι ι ℂ) :
    Matrix ι ι ℂ :=
  (3 : ℂ) • P ^ 2 - (2 : ℂ) • P ^ 3 - (t : ℂ) • (1 : Matrix ι ι ℂ)

/-- An orbital that is an eigenvector of the density matrix with real occupation `x` is an
eigenvector after one shifted purification step, with occupation `step t x`. -/
theorem matrixStep_mulVec {ι : Type*} [Fintype ι] [DecidableEq ι] (t x : ℝ)
    (P : Matrix ι ι ℂ) (v : ι → ℂ) (h : P *ᵥ v = (x : ℂ) • v) :
    matrixStep t P *ᵥ v = (step t x : ℂ) • v := by
  have h2 : P ^ 2 *ᵥ v = ((x : ℂ) * x) • v := by
    rw [pow_two, ← Matrix.mulVec_mulVec, h, Matrix.mulVec_smul, h, smul_smul]
  have h3 : P ^ 3 *ᵥ v = ((x : ℂ) * (x * x)) • v := by
    have hp : P ^ 3 = P ^ 2 * P := pow_succ P 2
    rw [hp, ← Matrix.mulVec_mulVec, h, Matrix.mulVec_smul, h2, smul_smul]
  unfold matrixStep
  rw [Matrix.sub_mulVec, Matrix.sub_mulVec, Matrix.smul_mulVec, Matrix.smul_mulVec,
    Matrix.smul_mulVec, Matrix.one_mulVec, h2, h3]
  simp only [step, mcWeeny]
  push_cast
  module

/-- Along the whole purification the orbital stays an eigenvector, and its occupation follows
the scalar recursion. -/
theorem matrixStep_iterate_mulVec {ι : Type*} [Fintype ι] [DecidableEq ι] (t x : ℝ)
    (P : Matrix ι ι ℂ) (v : ι → ℂ) (h : P *ᵥ v = (x : ℂ) • v) (n : ℕ) :
    (matrixStep t)^[n] P *ᵥ v = (((step t)^[n] x : ℝ) : ℂ) • v := by
  induction n with
  | zero => exact h
  | succ n ih =>
    rw [Function.iterate_succ_apply', Function.iterate_succ_apply']
    exact matrixStep_mulVec t _ _ v ih

/-- For a shift `0 ≤ t ≤ √3/18`, an occupation that starts between `1/2 + √3/6` and `1`
stays in that window at every step. -/
theorem safe_window {t x : ℝ} (ht0 : 0 ≤ t) (ht : t ≤ √3 / 18)
    (hx : x ∈ Icc (1 / 2 + √3 / 6) 1) (n : ℕ) :
    (step t)^[n] x ∈ Icc (1 / 2 + √3 / 6) 1 := by
  induction n with
  | zero => exact hx
  | succ n ih =>
    rw [Function.iterate_succ_apply']
    generalize (step t)^[n] x = y at ih ⊢
    obtain ⟨hy, hy1⟩ := ih
    have hs : √3 ^ 2 = 3 := Real.sq_sqrt (by norm_num)
    -- the lower edge is lifted by exactly √3/18
    have hc : mcWeeny (1 / 2 + √3 / 6) = 1 / 2 + √3 / 6 + √3 / 18 := by
      unfold mcWeeny
      linear_combination (-(√3 / 108)) * hs
    have hc0 : 0 ≤ 1 / 2 + √3 / 6 := by positivity
    generalize 1 / 2 + √3 / 6 = c at hy hc hc0 ⊢
    have hy0 : 0 ≤ y := hc0.trans hy
    have a1 : 0 ≤ 1 - y := by linarith
    have a2 : 0 ≤ 1 - c := by linarith
    have a3 : 0 ≤ y - c := by linarith
    -- the polynomial is increasing on [0,1]
    have hmono : 0 ≤ (y - c) *
        (2 * (y * (1 - y)) + 2 * (c * (1 - c)) + y * (1 - c) + c * (1 - y)) := by
      positivity
    have hm : mcWeeny c ≤ mcWeeny y := by
      unfold mcWeeny
      linarith
    have hu : 0 ≤ (1 - y) ^ 2 * (1 + 2 * y) := by positivity
    have hu' : mcWeeny y ≤ 1 := by
      unfold mcWeeny
      linarith
    constructor
    · change c ≤ mcWeeny y - t
      linarith
    · change mcWeeny y - t ≤ 1
      linarith

/-- If `N` times the excess shift `t - √3/18` is larger than the distance `x - 1/2`, then the
occupation starting at `x` is below `1/2` at some step no later than `N`. -/
theorem escape_time {t x : ℝ} {N : ℕ} (hN : x - 1 / 2 < N * (t - √3 / 18)) :
    ∃ n ≤ N, (step t)^[n] x < 1 / 2 := by
  by_contra! h
  have hs : √3 ^ 2 = 3 := Real.sq_sqrt (by norm_num)
  -- as long as the level is above 1/2, every step costs at least the excess shift
  have key : ∀ n : ℕ, n ≤ N → (step t)^[n] x ≤ x - n * (t - √3 / 18) := by
    intro n
    induction n with
    | zero => intro _; simp
    | succ n ih =>
      intro hn
      have h1 := ih (by omega)
      have h2 := h n (by omega)
      rw [Function.iterate_succ_apply']
      generalize (step t)^[n] x = y at h1 h2 ⊢
      have h3 : 0 ≤ 2 * (y - 1 / 2 - √3 / 6) ^ 2 * (y - 1 / 2 + √3 / 3) :=
        mul_nonneg (by positivity) (by linarith [Real.sqrt_nonneg 3])
      have h4 : 2 * (y - 1 / 2 - √3 / 6) ^ 2 * (y - 1 / 2 + √3 / 3)
          = y + √3 / 18 - mcWeeny y := by
        unfold mcWeeny
        linear_combination (√3 / 54 - (y - 1 / 2) / 6) * hs
      change mcWeeny y - t ≤ _
      push_cast
      linarith
  linarith [key N le_rfl, h N le_rfl]

/-- For a shift `t > √3/18`, the occupation falls below `1/2` at some step, whatever its
starting value. -/
theorem escape {t : ℝ} (ht : √3 / 18 < t) (x : ℝ) : ∃ n, (step t)^[n] x < 1 / 2 := by
  obtain ⟨N, hN⟩ := exists_nat_gt ((x - 1 / 2) / (t - √3 / 18))
  rw [div_lt_iff₀ (by linarith)] at hN
  obtain ⟨n, -, hn⟩ := escape_time hN
  exact ⟨n, hn⟩

/-- Critical shift: if each purification step is followed by a downward shift by the same `t ≥ 0`, a
level that starts fully occupied keeps an occupation of at least `1/2` at all steps if and only if
`t ≤ √3/18`. -/
theorem critical_truncation {t : ℝ} (ht0 : 0 ≤ t) :
    (∀ n, 1 / 2 ≤ (step t)^[n] 1) ↔ t ≤ √3 / 18 := by
  constructor
  · intro h
    by_contra! ht
    obtain ⟨n, hn⟩ := escape ht 1
    linarith [h n]
  · intro ht n
    have hs : √3 ^ 2 = 3 := Real.sq_sqrt (by norm_num)
    have h3 : √3 ≤ 3 := by nlinarith [Real.sqrt_nonneg 3]
    have h := (safe_window ht0 ht (x := 1) ⟨by linarith, le_rfl⟩ n).1
    linarith [Real.sqrt_nonneg 3]

/-- For a shift `0 ≤ t < 1/2`, an occupation in the window from `-t` up to but excluding `1/2`
is still in this window after one step. -/
theorem low_window {t x : ℝ} (ht0 : 0 ≤ t) (ht : t < 1 / 2) (hx : x ∈ Ico (-t) (1 / 2)) :
    step t x ∈ Ico (-t) (1 / 2) := by
  obtain ⟨h1, h2⟩ := hx
  unfold step mcWeeny
  constructor
  · have h : 0 ≤ x ^ 2 * (3 - 2 * x) := mul_nonneg (sq_nonneg x) (by linarith)
    linarith
  · rcases le_or_gt 0 x with h0 | h0
    · have hq : 0 ≤ x * (1 - x) := mul_nonneg h0 (by linarith)
      have h : 0 < (1 / 2 - x) * (1 + 2 * (x * (1 - x))) :=
        mul_pos (by linarith) (by linarith)
      linarith
    · have h : 0 < (-x) * (1 + 2 * x) * (2 - x) :=
        mul_pos (mul_pos (by linarith) (by linarith)) (by linarith)
      linarith

/-- For a shift `√3/18 < t < 1/2`, a level that starts with occupation between `-t` and `1`
is below `1/2` from some step on. -/
theorem lost_forever {t x : ℝ} (ht : √3 / 18 < t) (ht' : t < 1 / 2) (hx : x ∈ Icc (-t) 1) :
    ∃ N, ∀ n ≥ N, (step t)^[n] x ∈ Ico (-t) (1 / 2) := by
  have ht0 : 0 ≤ t := by linarith [Real.sqrt_nonneg 3]
  -- the occupation never leaves [-t, 1]
  have hb : ∀ n, (step t)^[n] x ∈ Icc (-t) 1 := by
    intro n
    induction n with
    | zero => exact hx
    | succ n ih =>
      rw [Function.iterate_succ_apply']
      generalize (step t)^[n] x = y at ih ⊢
      obtain ⟨h1, h2⟩ := ih
      have h3 : 0 ≤ y ^ 2 * (3 - 2 * y) := mul_nonneg (sq_nonneg y) (by linarith)
      have h4 : 0 ≤ (1 - y) ^ 2 * (1 + 2 * y) := mul_nonneg (sq_nonneg _) (by linarith)
      unfold step mcWeeny
      constructor <;> linarith
  obtain ⟨N, hN⟩ := escape ht x
  refine ⟨N, fun n hn => ?_⟩
  -- once below 1/2, the level is trapped
  induction n, hn using Nat.le_induction with
  | base => exact ⟨(hb N).1, hN⟩
  | succ n _ ih =>
    rw [Function.iterate_succ_apply']
    exact low_window ht0 ht' ih

end

end CriticalTruncation
```

```lean
#print axioms CriticalTruncation.matrixStep_iterate_mulVec
#print axioms CriticalTruncation.critical_truncation
#print axioms CriticalTruncation.lost_forever
```

```
'CriticalTruncation.matrixStep_iterate_mulVec' depends on axioms: [propext, Classical.choice, Quot.sound]
'CriticalTruncation.critical_truncation' depends on axioms: [propext, Classical.choice, Quot.sound]
'CriticalTruncation.lost_forever' depends on axioms: [propext, Classical.choice, Quot.sound]
```

## How Lean carries out the algebra

`matrixStep_mulVec` computes \(P^2v\) and \(P^3v\) from the eigenvalue equation, and `module` collects the coefficients of \(v\). The iterated version is an induction on \(n\).

In `safe_window`, `linear_combination` verifies \(f(c)=c+\sqrt3/18\) using \((\sqrt3)^2=3\). Monotonicity is obtained without a derivative: `hmono` is the factorised form of \(f(y)-f(c)\), and `positivity` sees that each factor is nonnegative.

`escape_time` assumes that all values up to step \(N\) are at least 1/2. Its inner claim `key` is the summed loss \(x_n\le x_0-n\delta\), proved by induction, with `h4` supplying the double-root identity. `escape` then picks a natural number \(N\) larger than \((x_0-1/2)/\delta\).

`critical_truncation` uses `escape` in one direction and the lower edge of `safe_window` in the other. `low_window` splits at \(x=0\) and uses the two factorisations above. `lost_forever` first confines the sequence to \([-t,1]\), takes the step \(N\) given by `escape`, and applies `low_window` by induction from \(N\) onwards.
